# The optimal over-relaxation parameter for a two-block sweep with adjoint couplings of attained norm $0<b<1$

## Is $2/(1+\sqrt{1-b^2})$ really the best parameter?

My conventions are these. I solve a linear system whose unknowns split into two blocks. The error is a pair $(x,y)$, the Jacobi iteration sends it to $(Ty,Sx)$, and one over-relaxed sweep with real parameter $w$ is
$$x'=(1-w)x+wTy,\qquad y'=(1-w)y+wSx'.$$
Here $S$ is the adjoint of $T$, and the largest Jacobi eigenvalue $b$ satisfies $0<b<1$. The claim I work with is that at $v=2/(1+\sqrt{1-b^2})$ all eigenvalues of the sweep lie on the circle of radius $v-1$, and that any other $w$ has an eigenvalue farther out. The argument I know inspects a plot of roots against $w$. Can it be made rigorous for every real $w$, including negative ones, and checked by machine?

## From the sweep to a quadratic

Yes, for eigenvalues of this two-block sweep, provided the bound $b$ is attained by a Jacobi eigenvector. Let $x\in E$, $y\in F$, both complex inner product spaces, with $\langle\cdot,\cdot\rangle$ conjugate-linear in the first slot. If the sweep multiplies $(x,y)\neq0$ by $z\in\mathbb C$, then $x'=zx$, and
$$(z+w-1)x=wTy,\qquad (z+w-1)y=wz\,Sx.$$
For $x\ne0$, project the first equation on $x$ and the second on $Sx$, using $\langle x,Ty\rangle=\langle Sx,y\rangle$:
$$(z+w-1)\|x\|^2=w\langle Sx,y\rangle,\qquad (z+w-1)\langle Sx,y\rangle=wz\|Sx\|^2.$$
Eliminating $\langle Sx,y\rangle$ gives Young's relation
$$(z+w-1)^2=w^2l^2z$$
with $l=\|Sx\|/\|x\|$, the norm of $S$ applied to the unit vector $x/\|x\|$. If $\|Sx\|\le b\|x\|$ always, then $|l|\le b$. For $x=0$ we have $y\neq0$, so $z=1-w$, a root with $l=0$.

Conversely, let $Sx=ly$, $Ty=lx$ with $l\ne0$, $x\neq0$, and let $z$ be a root. For $w\neq0$ the pair $(wl\,x,\,(z+w-1)y)$ is nonzero. Its first block equation reads $(z+w-1)wl\,x$ on both sides, and its second reads $(z+w-1)^2y=w^2l^2z\,y$. For $w=0$ the root is $z=1$ and the sweep is the identity.

## Where the roots lie

Put $s=\sqrt{1-b^2}$, so $0<s<1$ and $v(1+s)=2$. Then $1<v<2$, $v-1=(1-s)/(1+s)$, and
$$v^2b^2=\frac{4(1-s^2)}{(1+s)^2}=4(v-1).$$

Suppose $w^2l^2\le4(w-1)$. Write $c=w-1$, $k=w^2l^2$, so $0\le k\le4c$, and $z=\alpha+i\beta$ with real $\alpha,\beta$. The relation $(z+c)^2=kz$ splits into
$$(\alpha+c)^2-\beta^2=k\alpha,\qquad 2(\alpha+c)\beta=k\beta.$$
If $\beta\ne0$, then $k=2(\alpha+c)$, and the real part becomes $\alpha^2+\beta^2=c^2$. If $\beta=0$ and $\alpha\ge0$, then $(\alpha-c)^2=(k-4c)\alpha\le0$, so $\alpha=c$. If $\beta=0$ and $\alpha\le0$, then $(\alpha+c)^2=k\alpha\le0$, so $\alpha=-c$. In all cases $|z|=w-1$. At $w=v$ and $|l|\le b$ the supposition holds, since $v^2l^2\le v^2b^2=4(v-1)$.

Now take $w\neq v$. The relation is $q(z)=z^2-pz+(w-1)^2=0$ with $p=w^2l^2-2(w-1)$ and discriminant $D=p^2-4(w-1)^2$. The roots $(p\pm\sigma)/2$, where $\sigma^2=D$, multiply to $(w-1)^2$, so one has modulus at least $|w-1|$. This settles $|w-1|>v-1$. Otherwise $2-v\le w<v$. With $l=b$ and $v^2b^2=4(v-1)$,
$$-v^2q(v-1)=\bigl(2(v-1)w\bigr)^2-\bigl(v(v+w-2)\bigr)^2 .$$
Here $v(v+w-2)\ge0$ and $2(v-1)w-v(v+w-2)=(2-v)(v-w)>0$, so $q(v-1)<0$. For any real $t$ one has $D-(2t-p)^2=-4q(t)$, so $q(t)<0$ forces $\sqrt D>2t-p$, and the real root $(p+\sqrt D)/2$ exceeds $t$. Taking $t=v-1$ finishes the argument.

## The Lean file

```lean
import Mathlib

open scoped InnerProductSpace

namespace OptimalOverRelaxation

noncomputable section

/-- The relaxation parameter `2 / (1 + √(1 - b²))` for a Jacobi bound `b`. -/
def optimalOmega (b : ℝ) : ℝ := 2 / (1 + √(1 - b ^ 2))

/-- Young's relation `(z + w - 1)² = w² l² z` between `z`, the relaxation parameter `w`
and the real number `l`. -/
def IsSorRoot (w l : ℝ) (z : ℂ) : Prop := (z + w - 1) ^ 2 = (w : ℂ) ^ 2 * (l : ℂ) ^ 2 * z

/-- For `0 < b < 1` the parameter `v` lies strictly between 1 and 2 and obeys
`v² b² = 4 (v - 1)`. -/
theorem optimalOmega_spec {b : ℝ} (hb0 : 0 < b) (hb1 : b < 1) :
    1 < optimalOmega b ∧ optimalOmega b < 2 ∧
      optimalOmega b ^ 2 * b ^ 2 = 4 * (optimalOmega b - 1) := by
  have hpos : 0 < 1 - b ^ 2 := by nlinarith
  have hs : √(1 - b ^ 2) ^ 2 = 1 - b ^ 2 := Real.sq_sqrt hpos.le
  have hs0 : 0 < √(1 - b ^ 2) := Real.sqrt_pos.2 hpos
  have hv : optimalOmega b * (1 + √(1 - b ^ 2)) = 2 := by
    rw [optimalOmega]
    exact div_mul_cancel₀ _ (by positivity)
  generalize √(1 - b ^ 2) = s at hs hs0 hv
  generalize optimalOmega b = v at hv ⊢
  have hs1 : s < 1 := by nlinarith [sq_pos_of_pos hb0]
  refine ⟨by nlinarith, by nlinarith, ?_⟩
  linear_combination v ^ 2 * hs + (v * (1 - s) - 2) * hv

/-- If `w² l² ≤ 4 (w - 1)`, every complex root of Young's relation has modulus `w - 1`. -/
theorem norm_root_of_le {w l : ℝ} {z : ℂ} (h : w ^ 2 * l ^ 2 ≤ 4 * (w - 1))
    (hz : IsSorRoot w l z) : ‖z‖ = w - 1 := by
  unfold IsSorRoot at hz
  obtain ⟨c, hc⟩ : ∃ c, c = w - 1 := ⟨_, rfl⟩
  obtain ⟨k, hk⟩ : ∃ k, k = w ^ 2 * l ^ 2 := ⟨_, rfl⟩
  have hk0 : 0 ≤ k := by rw [hk]; positivity
  have h' : (z + (c : ℂ)) * (z + c) = (k : ℂ) * z := by
    rw [hc, hk]; push_cast; linear_combination hz
  rw [← hc, ← hk] at h
  rw [← hc]
  have hre := congrArg Complex.re h'
  have him := congrArg Complex.im h'
  simp only [Complex.mul_re, Complex.mul_im, Complex.add_re, Complex.add_im,
    Complex.ofReal_re, Complex.ofReal_im] at hre him
  apply (sq_eq_sq₀ (norm_nonneg z) (by linarith)).1
  rw [Complex.sq_norm, Complex.normSq_apply]
  by_cases hy : z.im = 0
  · -- a real root must be `c` or `-c`
    rw [hy] at hre ⊢
    rcases le_total 0 z.re with hx | hx
    · have h1 : (z.re - c) ^ 2 ≤ 0 := by nlinarith [mul_nonneg (sub_nonneg.2 h) hx]
      have h2 : z.re - c = 0 := (pow_eq_zero_iff two_ne_zero).1 (le_antisymm h1 (sq_nonneg _))
      linear_combination (z.re + c) * h2
    · have h1 : (z.re + c) ^ 2 ≤ 0 := by nlinarith [mul_nonneg hk0 (neg_nonneg.2 hx)]
      have h2 : z.re + c = 0 := (pow_eq_zero_iff two_ne_zero).1 (le_antisymm h1 (sq_nonneg _))
      linear_combination (z.re - c) * h2
  · -- a non-real root: the imaginary part fixes `k`
    have h1 : k = 2 * (z.re + c) := mul_right_cancel₀ hy (by linear_combination (-1) * him)
    linear_combination (-1) * hre - z.re * h1

/-- At `v = optimalOmega b`, all complex roots of Young's relation with `|l| ≤ b` have
modulus `v - 1`. -/
theorem norm_root_optimal {b l : ℝ} {z : ℂ} (hb0 : 0 < b) (hb1 : b < 1) (hl : |l| ≤ b)
    (hz : IsSorRoot (optimalOmega b) l z) : ‖z‖ = optimalOmega b - 1 := by
  refine norm_root_of_le ?_ hz
  have hl2 : l ^ 2 ≤ b ^ 2 := by
    rw [← sq_abs l]
    exact pow_le_pow_left₀ (abs_nonneg l) hl 2
  rw [← (optimalOmega_spec hb0 hb1).2.2]
  exact mul_le_mul_of_nonneg_left hl2 (sq_nonneg _)

/-- For all real `w` and `l`, Young's relation has a root of modulus at least `|w - 1|`. -/
theorem exists_root_norm_ge (w l : ℝ) : ∃ z, IsSorRoot w l z ∧ |w - 1| ≤ ‖z‖ := by
  obtain ⟨p, hp⟩ : ∃ p : ℂ, p = (w : ℂ) ^ 2 * (l : ℂ) ^ 2 - 2 * (w - 1) := ⟨_, rfl⟩
  obtain ⟨s, hs⟩ := IsAlgClosed.exists_pow_nat_eq (p ^ 2 - 4 * ((w : ℂ) - 1) ^ 2) two_pos
  -- the two roots `(p ± s) / 2` multiply to `(w - 1)²`
  have hprod : (p + s) / 2 * ((p - s) / 2) = ((w - 1 : ℝ) : ℂ) ^ 2 := by
    push_cast; linear_combination (-1 / 4) * hs
  have hn : ‖(p + s) / 2‖ * ‖(p - s) / 2‖ = |w - 1| ^ 2 := by
    rw [← norm_mul, hprod, norm_pow, Complex.norm_real, Real.norm_eq_abs]
  by_cases h : |w - 1| ≤ ‖(p + s) / 2‖
  · refine ⟨_, ?_, h⟩
    unfold IsSorRoot
    linear_combination (1 / 4) * hs + (p + s) / 2 * hp
  · refine ⟨(p - s) / 2, ?_, ?_⟩
    · unfold IsSorRoot
      linear_combination (1 / 4) * hs + (p - s) / 2 * hp
    · by_contra h2
      have := mul_lt_mul'' (not_le.1 h) (not_le.1 h2) (norm_nonneg _) (norm_nonneg _)
      rw [hn, sq] at this
      exact lt_irrefl _ this

/-- If `(c + w - 1)² < w² l² c`, Young's relation has a real root larger than `c`. -/
theorem exists_real_root_gt {w l c : ℝ} (h : (c + w - 1) ^ 2 < w ^ 2 * l ^ 2 * c) :
    ∃ x : ℝ, c < x ∧ IsSorRoot w l x := by
  obtain ⟨p, hp⟩ : ∃ p, p = w ^ 2 * l ^ 2 - 2 * (w - 1) := ⟨_, rfl⟩
  have hD : (2 * c - p) ^ 2 < p ^ 2 - 4 * (w - 1) ^ 2 := by rw [hp]; nlinarith
  have hlt := Real.lt_sqrt_of_sq_lt hD
  have hs := Real.sq_sqrt ((sq_nonneg _).trans hD.le)
  generalize √(p ^ 2 - 4 * (w - 1) ^ 2) = s at hlt hs
  refine ⟨(p + s) / 2, by linarith, ?_⟩
  have key : ((p + s) / 2 + w - 1) ^ 2 = w ^ 2 * l ^ 2 * ((p + s) / 2) := by
    linear_combination (1 / 4) * hs + (p + s) / 2 * hp
  unfold IsSorRoot
  exact_mod_cast key

/-- For every real `w` other than `v = optimalOmega b`, Young's relation with `l = b` has a
root of modulus larger than `v - 1`. -/
theorem exists_root_norm_gt {b w : ℝ} (hb0 : 0 < b) (hb1 : b < 1) (hw : w ≠ optimalOmega b) :
    ∃ z, IsSorRoot w b z ∧ optimalOmega b - 1 < ‖z‖ := by
  obtain ⟨h1, h2, hid⟩ := optimalOmega_spec hb0 hb1
  generalize optimalOmega b = v at hw h1 h2 hid ⊢
  rcases lt_or_ge (v - 1) |w - 1| with h | h
  · obtain ⟨z, hz, hn⟩ := exists_root_norm_ge w b
    exact ⟨z, hz, h.trans_le hn⟩
  · -- here `2 - v ≤ w < v`, and the quadratic is negative at `v - 1`
    obtain ⟨ha, hb⟩ := abs_le.1 h
    have hwv : w < v := lt_of_le_of_ne (by linarith) hw
    have hA : 0 ≤ v * (v - 1 + w - 1) := mul_nonneg (by linarith) (by linarith)
    have hAB : v * (v - 1 + w - 1) < 2 * (v - 1) * w := by
      nlinarith [mul_pos (sub_pos.2 h2) (sub_pos.2 hwv)]
    have hsq := pow_lt_pow_left₀ hAB hA two_ne_zero
    have e : v ^ 2 * (w ^ 2 * b ^ 2 * (v - 1) - (v - 1 + w - 1) ^ 2)
        = (2 * (v - 1) * w) ^ 2 - (v * (v - 1 + w - 1)) ^ 2 := by
      linear_combination w ^ 2 * (v - 1) * hid
    have hv2 : 0 < v ^ 2 := pow_pos (by linarith) 2
    have hneg := (mul_pos_iff_of_pos_left hv2).1 (lt_of_lt_of_eq (sub_pos.2 hsq) e.symm)
    obtain ⟨x, hx, hroot⟩ := exists_real_root_gt (sub_pos.1 hneg)
    refine ⟨x, hroot, ?_⟩
    rw [Complex.norm_real, Real.norm_eq_abs]
    exact hx.trans_le (le_abs_self x)

variable {E F : Type*} [NormedAddCommGroup E] [InnerProductSpace ℂ E]
  [NormedAddCommGroup F] [InnerProductSpace ℂ F]

/-- One over-relaxed sweep on a two-block error `(x, y)` with Jacobi blocks `T`, `S`:
`x' = (1 - w) x + w T y`, then `y' = (1 - w) y + w S x'`. -/
def sorSweep (w : ℝ) (T : F →ₗ[ℂ] E) (S : E →ₗ[ℂ] F) (p : E × F) : E × F :=
  ((1 - w : ℂ) • p.1 + (w : ℂ) • T p.2,
    (1 - w : ℂ) • p.2 + (w : ℂ) • S ((1 - w : ℂ) • p.1 + (w : ℂ) • T p.2))

/-- `z` is an eigenvalue of the sweep: some nonzero error is multiplied by `z`. -/
def IsSweepEigenvalue (w : ℝ) (T : F →ₗ[ℂ] E) (S : E →ₗ[ℂ] F) (z : ℂ) : Prop :=
  ∃ p : E × F, p ≠ 0 ∧ sorSweep w T S p = z • p

/-- If `S` is adjoint to `T` and bounded by `b`, each eigenvalue of the sweep solves Young's
relation for some real `l` with `|l| ≤ b`. -/
theorem root_of_eigenvalue {b w : ℝ} {z : ℂ} {T : F →ₗ[ℂ] E} {S : E →ₗ[ℂ] F} (hb : 0 ≤ b)
    (hadj : ∀ x y, ⟪x, T y⟫_ℂ = ⟪S x, y⟫_ℂ) (hS : ∀ x, ‖S x‖ ≤ b * ‖x‖)
    (hz : IsSweepEigenvalue w T S z) : ∃ l : ℝ, |l| ≤ b ∧ IsSorRoot w l z := by
  obtain ⟨⟨x, y⟩, hp, he⟩ := hz
  have h1 : (1 - w : ℂ) • x + (w : ℂ) • T y = z • x := congrArg Prod.fst he
  have h2 : (1 - w : ℂ) • y + (w : ℂ) • S ((1 - w : ℂ) • x + (w : ℂ) • T y) = z • y :=
    congrArg Prod.snd he
  rw [h1, map_smul] at h2
  by_cases hx : x = 0
  · have hy : y ≠ 0 := fun hy => hp (Prod.ext hx hy)
    simp only [hx, map_zero, smul_zero, add_zero] at h2
    have h3 : (z + w - 1) • y = 0 :=
      calc (z + w - 1) • y = z • y - (1 - w : ℂ) • y := by module
        _ = 0 := sub_eq_zero.2 h2.symm
    refine ⟨0, by simpa using hb, ?_⟩
    unfold IsSorRoot
    rw [(smul_eq_zero.1 h3).resolve_right hy]
    simp
  · -- project the block equations on `x` and on `S x`
    have a1 := congrArg (inner ℂ x) h1
    have a2 := congrArg (inner ℂ (S x)) h2
    have n1 : ⟪x, x⟫_ℂ = ((‖x‖ : ℝ) : ℂ) ^ 2 := inner_self_eq_norm_sq_to_K x
    have n2 : ⟪S x, S x⟫_ℂ = ((‖S x‖ : ℝ) : ℂ) ^ 2 := inner_self_eq_norm_sq_to_K (S x)
    simp only [inner_add_right, inner_smul_right, hadj, n1, n2] at a1 a2
    have hN : 0 < ‖x‖ := norm_pos_iff.2 hx
    have hN' : ((‖x‖ : ℝ) : ℂ) ≠ 0 := Complex.ofReal_ne_zero.2 hN.ne'
    have key : (z + w - 1) ^ 2 * ((‖x‖ : ℝ) : ℂ) ^ 2
        = (w : ℂ) ^ 2 * ((‖S x‖ : ℝ) : ℂ) ^ 2 * z := by
      linear_combination (-(z + w - 1)) * a1 - w * a2
    refine ⟨‖S x‖ / ‖x‖, ?_, ?_⟩
    · rw [abs_of_nonneg (by positivity), div_le_iff₀ hN]
      exact hS x
    · unfold IsSorRoot
      apply mul_right_cancel₀ (pow_ne_zero 2 hN')
      rw [key, Complex.ofReal_div]
      field_simp

/-- If `S x = l y` and `T y = l x` with `l ≠ 0` and `x ≠ 0`, each root of Young's relation
for `l` is an eigenvalue of the sweep. -/
theorem eigenvalue_of_root {l w : ℝ} {z : ℂ} {T : F →ₗ[ℂ] E} {S : E →ₗ[ℂ] F} {x : E} {y : F}
    (hl : l ≠ 0) (hx : x ≠ 0) (hSx : S x = (l : ℂ) • y) (hTy : T y = (l : ℂ) • x)
    (hz : IsSorRoot w l z) : IsSweepEigenvalue w T S z := by
  unfold IsSorRoot at hz
  by_cases hw : w = 0
  · subst hw
    have h0 : (z - 1) ^ 2 = 0 := by
      rw [Complex.ofReal_zero] at hz
      linear_combination hz
    have h1 : z = 1 := sub_eq_zero.1 ((pow_eq_zero_iff two_ne_zero).1 h0)
    exact ⟨(x, 0), fun h => hx (congrArg Prod.fst h), by simp [sorSweep, h1]⟩
  · have hwl : (w : ℂ) * l ≠ 0 :=
      mul_ne_zero (Complex.ofReal_ne_zero.2 hw) (Complex.ofReal_ne_zero.2 hl)
    have h1 : (1 - w : ℂ) • ((w : ℂ) * l) • x + (w : ℂ) • T ((z + w - 1) • y)
        = z • ((w : ℂ) * l) • x := by
      rw [map_smul, hTy]; module
    have h2 : (1 - w : ℂ) • (z + w - 1) • y + (w : ℂ) • S ((1 - w : ℂ) • ((w : ℂ) * l) • x
        + (w : ℂ) • T ((z + w - 1) • y)) = z • (z + w - 1) • y := by
      rw [h1, map_smul, map_smul, hSx]
      simp only [smul_smul, ← add_smul]
      congr 1
      linear_combination (-1) * hz
    exact ⟨(((w : ℂ) * l) • x, (z + w - 1) • y),
      fun h => smul_ne_zero hwl hx (congrArg Prod.fst h), Prod.ext h1 h2⟩

/-- Let `S` be adjoint to `T`, bounded by `b` with `0 < b < 1`, and `S x = b y`, `T y = b x`
for some `x ≠ 0`. Then all eigenvalues of the sweep at `v = optimalOmega b` have modulus
`v - 1`, and at any other real `w` some eigenvalue has larger modulus. -/
theorem sweep_optimal {b : ℝ} {T : F →ₗ[ℂ] E} {S : E →ₗ[ℂ] F} {x : E} {y : F}
    (hb0 : 0 < b) (hb1 : b < 1) (hadj : ∀ x y, ⟪x, T y⟫_ℂ = ⟪S x, y⟫_ℂ)
    (hS : ∀ x, ‖S x‖ ≤ b * ‖x‖) (hx : x ≠ 0) (hSx : S x = (b : ℂ) • y)
    (hTy : T y = (b : ℂ) • x) :
    (∀ z, IsSweepEigenvalue (optimalOmega b) T S z → ‖z‖ = optimalOmega b - 1) ∧
      ∀ w, w ≠ optimalOmega b →
        ∃ z, IsSweepEigenvalue w T S z ∧ optimalOmega b - 1 < ‖z‖ := by
  refine ⟨fun z hz => ?_, fun w hw => ?_⟩
  · obtain ⟨l, hl, hroot⟩ := root_of_eigenvalue hb0.le hadj hS hz
    exact norm_root_optimal hb0 hb1 hl hroot
  · obtain ⟨z, hroot, hn⟩ := exists_root_norm_gt hb0 hb1 hw
    exact ⟨z, eigenvalue_of_root hb0.ne' hx hSx hTy hroot, hn⟩

/-- Multiplication by `b ≥ 0` on `ℂ` is its own adjoint, is bounded by `b`, and sends `1`
to `b`. -/
theorem sweep_optimal_witness {b : ℝ} (hb : 0 ≤ b) :
    let T : ℂ →ₗ[ℂ] ℂ := (b : ℂ) • LinearMap.id
    (∀ x y, ⟪x, T y⟫_ℂ = ⟪T x, y⟫_ℂ) ∧ (∀ x, ‖T x‖ ≤ b * ‖x‖) ∧ T 1 = (b : ℂ) • (1 : ℂ) := by
  intro T
  refine ⟨fun x y => ?_, fun x => ?_, rfl⟩
  · show ⟪x, (b : ℂ) • y⟫_ℂ = ⟪(b : ℂ) • x, y⟫_ℂ
    rw [inner_smul_left, inner_smul_right, Complex.conj_ofReal]
  · have h : ‖(b : ℂ) • x‖ = b * ‖x‖ := by
      rw [norm_smul, Complex.norm_real, Real.norm_eq_abs, abs_of_nonneg hb]
    exact h.le

end

end OptimalOverRelaxation
```

```lean
#print axioms OptimalOverRelaxation.sweep_optimal
```

```
'OptimalOverRelaxation.sweep_optimal' depends on axioms: [propext, Classical.choice, Quot.sound]
```

## What `sweep_optimal` says and assumes

`optimalOmega b` is $v$, and `IsSorRoot w l z` is Young's relation with real $w,l$ and complex $z$. `sorSweep w T S` is the error update above, with $x'$ substituted into the second component; `T` and `S` are complex-linear maps. `IsSweepEigenvalue w T S z` says that some nonzero pair is multiplied by $z$.

The hypothesis `hadj` stands for a Hermitian system. If the system has positive definite diagonal blocks $M_1,M_2$ and off-diagonal blocks $B,B^\dagger$, then $T=-M_1^{-1}B$ and $S=-M_2^{-1}B^\dagger$ are adjoint in the inner products weighted by $M_1$ and $M_2$. The hypothesis `hS` bounds the coupling by $b$; $b<1$ means that plain Jacobi iteration contracts, and $b>0$, given the attained pair, that the blocks are coupled at all. The hypotheses `hx`, `hSx`, `hTy` postulate a slowest Jacobi mode: $(x,y)$ has Jacobi eigenvalue $b$ (and $(x,-y)$ then has $-b$). Adjointness then gives $\|y\|=\|x\|$, so the normalised mode is $(x,y)/(\sqrt2\,\|x\|)$. Its existence is assumed, not derived.

The conclusion has two halves: every eigenvalue at $v$ has modulus $v-1$, and for every real $w\neq v$ some eigenvalue has modulus above $v-1$. The scalar versions are `norm_root_optimal` and `exists_root_norm_gt`; both also assume $0<b<1$, which their docstrings leave unsaid.

The relation is tied to a matrix only for the two-block ordering with adjoint couplings; other consistently ordered matrices are not treated. The spaces may have any dimension, but the theorem speaks of eigenvalues, so continuous spectrum is not addressed. In finite dimension the largest modulus is the spectral radius, which sets the asymptotic rate, but no statement about iterates is made. The result bears on grid solvers for the Poisson equation of a Hartree potential in red–black ordering, for the nearest-neighbour stencil with Dirichlet boundary values (with periodic boundaries the constant mode has Jacobi eigenvalue $1$, so $b<1$ fails, and wider stencils couple points of the same colour, so a pointwise sweep no longer has this form), as a statement about a linear iteration with one fixed real parameter; a self-consistent field loop is nonlinear and fits only through a linearisation that happens to have this block form.

## How the lemmas follow the algebra

`optimalOmega_spec` isolates $s^2=1-b^2$ (`hs`) and $v(1+s)=2$ (`hv`), treats $s$ and $v$ as plain variables, and obtains $v^2b^2=4(v-1)$ as a `linear_combination` of the two. `norm_root_of_le` extracts `hre` and `him`, the real and imaginary equations, and branches on `z.im = 0` and the sign of `z.re`, giving the three cases above. `norm_root_optimal` feeds it $l^2\le b^2$.

`exists_root_norm_ge` takes $\sigma$ (named `s` there) from `IsAlgClosed.exists_pow_nat_eq`, proves the product formula `hprod`, and derives a contradiction if both moduli are below $|w-1|$. `exists_real_root_gt` is the discriminant step, with `c` in the role of $t$ and `hD` the inequality $(2t-p)^2<D$. In `exists_root_norm_gt`, `hAB` is the inequality resting on $(2-v)(v-w)>0$, `hsq` squares it, and `e` is the identity for $-v^2q(v-1)$.

`root_of_eigenvalue` forms the two projections `a1`, `a2` and combines them in `key`. The number $l=\|Sx\|/\|x\|$ is only shown to satisfy $|l|\le b$; it is never needed as a Jacobi eigenvalue. `eigenvalue_of_root` verifies the explicit pair block by block in `h1` and `h2`, and `sweep_optimal` combines these two lemmas with `norm_root_optimal` and `exists_root_norm_gt`.

## A bound that is not attained

Stating the theorem with `hS` alone, as "$b$ bounds the coupling", makes the second half false. For $S=T=0$ the bound holds with any $b$ in $(0,1)$, the sweep is $1-w$ times the identity, and $w=1$ has only the eigenvalue $0$, below $v-1$. The first half uses only `hadj` and `hS`, so it survives an overestimated $b$; the proof of optimality uses the eigenvector. In finite dimension such an eigenvector exists exactly when $b$ equals the norm of $S$, and for any larger $b$ optimality fails. In infinite dimension the eigenvector is sufficient but not necessary: Jacobi eigenvalues accumulating at $b$ from below give the same conclusion, a case not treated here.

## One unknown per block

`sweep_optimal_witness` takes $E=F=\mathbb C$ and $S=T$ equal to multiplication by $b$; with $x=y=1$ and $0<b<1$ it supplies the hypotheses of `sweep_optimal`. The numbers that follow are worked out directly and are not theorems of the file. The sweep is the matrix
$$\begin{pmatrix}1-w & wb\\ (1-w)wb & 1-w+w^2b^2\end{pmatrix},$$
with trace $p$ (taken at $l=b$) and determinant $(w-1)^2$. For $b=3/5$ one finds $s=4/5$, $v=10/9$ and $v-1=1/9$, while $w=1$ gives the eigenvalues $0$ and $b^2=9/25$. At $w=v$ the discriminant vanishes and $v-1$ is a double eigenvalue of a matrix that is not a multiple of the identity. The matrix is therefore similar to a single Jordan block, and a generic error after $n$ sweeps behaves like $n(v-1)^n$ at large $n$. As $b\to0$, $v\to1$ with $v-1\approx b^2/4$. For $b=1-\varepsilon$ with small $\varepsilon>0$, $v-1\approx1-2\sqrt{2\varepsilon}$, against $b^2\approx1-2\varepsilon$ at $w=1$.
